# Reflection formula for moments of the local density of states near the ends of an open hopping chain

## Two sites and one missing walk

An electron on an infinite chain can leave site 1 and return in two steps in two ways: 1→2→1 and 1→0→1. On a chain of only the sites 1 and 2, the second walk is lost, because site 0 does not exist. Reflect its last step about site 0. It becomes 1→0→−1, the only two-step walk from 1 to the mirror site −1. The number of returns is therefore

2 − 1 = 1,

the free count minus the count to the mirror image. This is also the diagonal element of A² for the two-site hopping matrix A.

## Moments of the local density of states and the surface

For a Hamiltonian A, the moment of order m of the local density of states at site j is (A^m)_jj. With unit hopping and zero site energies, it counts the closed m-step walks from j. A surface removes some of these walks, and the question is at which order a site at depth j first notices.

For this non-interacting chain, the answer tells how large a finite cluster must be for a moment calculation to return bulk values up to a given order.

## What is stated

Let the sites be 1 to N, and let j' = N + 1 − j be the depth of site j counted from the far end; an end site has depth 1. Write C(a,b) for the binomial coefficient, which is zero for b > a. For n ≤ N,

(A^(2n))_jj = C(2n,n) − C(2n,n+j) − C(2n,n+j').

If n + j ≤ N, the last term vanishes:

(A^(2n))_jj = C(2n,n) − C(2n,n+j).

Under this condition, the moment equals the infinite-chain value exactly when n < j. For all n ≤ N, the criterion is that n is smaller than both j and j'.

In Lean, A is `chain N`, a real N×N matrix. The Lean index `j : Fin N` starts at 0, so the j of the formulas is `site j`, and j' is `site j.rev`. The infinite chain enters through `walks m d`, the number of m-step walks with displacement d, stored as a real number. It is defined by a recursion on the last step; no infinite-chain operator and no spectral density is constructed.

The model is one-dimensional and non-interacting, with one orbital per site and equal hopping between nearest neighbours only. It also assumes that cutting the chain leaves the site energies and the remaining hoppings unchanged, which need not hold at a real surface.

## Derivation with one image behind each end

Write W(m,d) for `walks m d`. A walk with k steps to the right and m − k to the left has displacement 2k − m, so

W(m,2k−m) = C(m,k).

Also W(m,−d) = W(m,d), and W(m,d) = 0 for |d| > m. Splitting off the last step gives

W(m+1,d) = W(m,d−1) + W(m,d+1).

The claim for a general matrix element is

(A^m)_ij = W(m,i−j) − W(m,i+j) − W(m,2(N+1)−i−j),

provided that m < 2N + 2 + j − i and m < 2N + 2 + i − j. These bounds say that m steps are too few to go from i to j by way of both fictitious sites 0 and N + 1.

For m = 0 the first term is δ_ij, and the image terms vanish because both displacements are at least 2.

For the step from m to m + 1, fix i and set

f(x) = W(m,i−x) − W(m,i+x) − W(m,2(N+1)−i−x).

Multiplying by A once more sums f over the neighbours of j inside the chain. This equals f(j−1) + f(j+1) if f vanishes on any neighbour that is fictitious:

- If j = 1, the first two terms of f(0) cancel, and the third is out of range.
- If j = N, the first and third terms of f(N+1) cancel by evenness, and the second is out of range.

The recursion then turns f(j−1) + f(j+1) into the claimed expression for m + 1.

Now put i = j and m = 2n. The bounds become n ≤ N, and the displacements 0, 2j and 2j' give C(2n,n), C(2n,n+j) and C(2n,n+j'). If n + j ≤ N, then n < j', so the last coefficient is zero. Both corrections are subtracted and neither is negative, so they cannot compensate each other. The bulk value appears exactly when both are zero, that is, when n < j and n < j'.

## When the far end is too close

Take N = 2, j = 2 and n = 1, so that n + j = N + 1. The moment is 1, whereas the one-surface formula gives C(2,1) − C(2,3) = 2. The criterion fails as well, since n < j holds but the bulk value is 2. The condition n + j ≤ N therefore cannot be relaxed to n + j ≤ N + 1.

For the two-surface formula, take N = 1, j = 1 and n = 2. A single site has no hopping, so the moment is 0, but the formula gives 6 − 4 − 4 = −2. Here n = N + 1 is already too large.

## The Lean file

```lean
import Mathlib

namespace SurfaceDepthMoments

noncomputable section

/-- The site number, running from 1 to `N` along the open chain; it is also the depth of the site
below the left surface. -/
def site {N : ℕ} (j : Fin N) : ℕ := (j : ℕ) + 1

/-- The Hamiltonian of the open chain with `N` sites and unit hopping between nearest neighbours. -/
def chain (N : ℕ) : Matrix (Fin N) (Fin N) ℝ :=
  fun i j => if site i + 1 = site j ∨ site j + 1 = site i then 1 else 0

/-- The number of `m`-step nearest-neighbour walks with total displacement `d` on the infinite
chain, built up by the last step. -/
def walks : ℕ → ℤ → ℝ
  | 0, d => if d = 0 then 1 else 0
  | m + 1, d => walks m (d - 1) + walks m (d + 1)

/-- Site numbers lie between 1 and `N`, and the depths of a site below the two surfaces add up
to `N + 1`. -/
theorem site_spec {N : ℕ} (j : Fin N) :
    1 ≤ site j ∧ site j ≤ N ∧ site j + site j.rev = N + 1 := by
  have := j.isLt
  simp only [site, Fin.val_rev]
  omega

/-- No walk of `m` steps on the infinite chain gets further than `m` sites. -/
theorem walks_far (m : ℕ) (d : ℤ) (h : d < -(m : ℤ) ∨ (m : ℤ) < d) : walks m d = 0 := by
  induction m generalizing d with
  | zero =>
    have hd : ¬ d = 0 := by omega
    rw [walks, if_neg hd]
  | succ m ih =>
    rw [walks, ih (d - 1) (by omega), ih (d + 1) (by omega), add_zero]

/-- On the infinite chain, walks to the left and to the right are equally numerous. -/
theorem walks_neg (m : ℕ) (d : ℤ) : walks m (-d) = walks m d := by
  induction m generalizing d with
  | zero => simp [walks]
  | succ m ih =>
    have e1 : -d - 1 = -(d + 1) := by ring
    have e2 : -d + 1 = -(d - 1) := by ring
    rw [walks, walks, e1, e2, ih, ih, add_comm]

/-- Walks of `m` steps on the infinite chain with `k` steps to the right are counted by the
binomial coefficient `m` over `k`. -/
theorem walks_choose (m k : ℕ) : walks m (2 * (k : ℤ) - (m : ℤ)) = (m.choose k : ℝ) := by
  induction m generalizing k with
  | zero =>
    cases k with
    | zero => simp [walks]
    | succ k =>
      have h : ¬ (2 * ((k + 1 : ℕ) : ℤ) - ((0 : ℕ) : ℤ) = 0) := by omega
      rw [walks, if_neg h]
      simp
  | succ m ih =>
    cases k with
    | zero =>
      have e1 : walks m (2 * ((0 : ℕ) : ℤ) - ((m + 1 : ℕ) : ℤ) - 1) = 0 :=
        walks_far m _ (Or.inl (by omega))
      have e2 : 2 * ((0 : ℕ) : ℤ) - ((m + 1 : ℕ) : ℤ) + 1 = 2 * ((0 : ℕ) : ℤ) - (m : ℤ) := by
        omega
      rw [walks, e1, e2, ih 0]
      simp
    | succ k =>
      -- Pascal's rule is the last-step recursion
      have e1 : 2 * ((k + 1 : ℕ) : ℤ) - ((m + 1 : ℕ) : ℤ) - 1 = 2 * (k : ℤ) - (m : ℤ) := by
        omega
      have e2 : 2 * ((k + 1 : ℕ) : ℤ) - ((m + 1 : ℕ) : ℤ) + 1
          = 2 * ((k + 1 : ℕ) : ℤ) - (m : ℤ) := by omega
      rw [walks, e1, e2, ih k, ih (k + 1), Nat.choose_succ_succ', Nat.cast_add]

/-- One hop on the open chain acts on an amplitude `f` as on the infinite chain, provided that `f`
vanishes on the fictitious site 0 or `N + 1` whenever that site is a neighbour of `j`. -/
theorem hop_sum {N : ℕ} (f : ℤ → ℝ) (j : Fin N) (h0 : site j = 1 → f 0 = 0)
    (hN : site j = N → f ((N : ℤ) + 1) = 0) :
    ∑ k : Fin N, f (site k) * chain N k j = f ((site j : ℤ) - 1) + f ((site j : ℤ) + 1) := by
  have hs := site_spec j
  -- the neighbour on the left
  have hL : ∑ k : Fin N, (if site k + 1 = site j then f (site k) else 0)
      = f ((site j : ℤ) - 1) := by
    by_cases hj : site j = 1
    · have e : (site j : ℤ) - 1 = 0 := by omega
      rw [e, h0 hj]
      exact Finset.sum_eq_zero (fun k _ => if_neg (by have := site_spec k; omega))
    · obtain ⟨k, hk⟩ : ∃ k : Fin N, site k + 1 = site j :=
        ⟨⟨site j - 2, by omega⟩, by show site j - 2 + 1 + 1 = site j; omega⟩
      rw [Finset.sum_eq_single k, if_pos hk]
      · exact congrArg f (by omega)
      · intro b _ hb
        exact if_neg (fun h => hb (Fin.ext (by unfold site at h hk; omega)))
      · intro h
        exact absurd (Finset.mem_univ k) h
  -- the neighbour on the right
  have hR : ∑ k : Fin N, (if site j + 1 = site k then f (site k) else 0)
      = f ((site j : ℤ) + 1) := by
    by_cases hj : site j = N
    · have e : (site j : ℤ) + 1 = (N : ℤ) + 1 := by omega
      rw [e, hN hj]
      exact Finset.sum_eq_zero (fun k _ => if_neg (by have := site_spec k; omega))
    · obtain ⟨k, hk⟩ : ∃ k : Fin N, site j + 1 = site k := ⟨⟨site j, by omega⟩, rfl⟩
      rw [Finset.sum_eq_single k, if_pos hk]
      · exact congrArg f (by omega)
      · intro b _ hb
        exact if_neg (fun h => hb (Fin.ext (by unfold site at h hk; omega)))
      · intro h
        exact absurd (Finset.mem_univ k) h
  rw [← hL, ← hR, ← Finset.sum_add_distrib]
  refine Finset.sum_congr rfl (fun k _ => ?_)
  by_cases h1 : site k + 1 = site j
  · have h2 : ¬ site j + 1 = site k := by omega
    simp [chain, h1, h2]
  · by_cases h2 : site j + 1 = site k <;> simp [chain, h1, h2]

/-- Reflection principle: a matrix element of `A^m` is the free-chain value minus one image term
for each surface, as long as `m` steps are too few to go from `i` to `j` by way of both
fictitious sites 0 and `N + 1`. -/
theorem chain_pow_apply {N : ℕ} (i j : Fin N) (m : ℕ)
    (h1 : m + site i < 2 * N + 2 + site j) (h2 : m + site j < 2 * N + 2 + site i) :
    (chain N ^ m) i j = walks m ((site i : ℤ) - site j) - walks m ((site i : ℤ) + site j)
      - walks m (2 * ((N : ℤ) + 1) - site i - site j) := by
  have hi := site_spec i
  induction m generalizing j with
  | zero =>
    have hj := site_spec j
    have e2 : walks 0 ((site i : ℤ) + site j) = 0 := walks_far 0 _ (Or.inr (by omega))
    have e3 : walks 0 (2 * ((N : ℤ) + 1) - site i - site j) = 0 :=
      walks_far 0 _ (Or.inr (by omega))
    rw [pow_zero, Matrix.one_apply, e2, e3]
    by_cases h : i = j
    · subst h
      simp [walks]
    · have h' : ¬ ((site i : ℤ) - site j = 0) :=
        fun hh => h (Fin.ext (by unfold site at hh; omega))
      rw [if_neg h, walks, if_neg h']
      norm_num
  | succ m ih =>
    obtain ⟨f, hf⟩ : ∃ f : ℤ → ℝ, ∀ x, f x = walks m ((site i : ℤ) - x)
        - walks m ((site i : ℤ) + x) - walks m (2 * ((N : ℤ) + 1) - site i - x) :=
      ⟨_, fun _ => rfl⟩
    -- at each surface the source and its image cancel
    have h0 : site j = 1 → f 0 = 0 := by
      intro hj
      have e : walks m (2 * ((N : ℤ) + 1) - site i - 0) = 0 := walks_far m _ (Or.inr (by omega))
      rw [hf, e, sub_zero, add_zero, sub_zero, sub_self]
    have hN : site j = N → f ((N : ℤ) + 1) = 0 := by
      intro hj
      have e : walks m ((site i : ℤ) + ((N : ℤ) + 1)) = 0 := walks_far m _ (Or.inr (by omega))
      have e' : 2 * ((N : ℤ) + 1) - site i - ((N : ℤ) + 1)
          = -((site i : ℤ) - ((N : ℤ) + 1)) := by ring
      rw [hf, e, e', walks_neg, sub_zero, sub_self]
    rw [pow_succ, Matrix.mul_apply]
    calc ∑ k, (chain N ^ m) i k * chain N k j
        = ∑ k : Fin N, f (site k) * chain N k j := by
          refine Finset.sum_congr rfl (fun k _ => ?_)
          by_cases h : site k + 1 = site j ∨ site j + 1 = site k
          · rw [ih k (by omega) (by omega), hf]
          · have hz : chain N k j = 0 := if_neg h
            rw [hz, mul_zero, mul_zero]
      _ = f ((site j : ℤ) - 1) + f ((site j : ℤ) + 1) := hop_sum f j h0 hN
      _ = _ := by
          rw [hf, hf]
          simp only [walks]
          ring_nf

/-- For `n ≤ N` the moment of order `2n` at any site is the central binomial coefficient minus one
binomial coefficient for each surface, set by the depth of the site below that surface. -/
theorem moment_two_surfaces {N : ℕ} (j : Fin N) (n : ℕ) (hn : n ≤ N) :
    (chain N ^ (2 * n)) j j = ((2 * n).choose n : ℝ) - ((2 * n).choose (n + site j) : ℝ)
      - ((2 * n).choose (n + site j.rev) : ℝ) := by
  have hs := site_spec j
  have e0 : (site j : ℤ) - site j = 2 * (n : ℤ) - ((2 * n : ℕ) : ℤ) := by omega
  have e1 : (site j : ℤ) + site j = 2 * ((n + site j : ℕ) : ℤ) - ((2 * n : ℕ) : ℤ) := by omega
  have e2 : 2 * ((N : ℤ) + 1) - site j - site j
      = 2 * ((n + site j.rev : ℕ) : ℤ) - ((2 * n : ℕ) : ℤ) := by omega
  rw [chain_pow_apply j j (2 * n) (by omega) (by omega), e0, e1, e2,
    walks_choose, walks_choose, walks_choose]

/-- Surface depth effect: if `n + site j ≤ N`, the moment of order `2n` at the site `j` is
`binom(2n, n) - binom(2n, n + site j)`. -/
theorem moment_near_surface {N : ℕ} (j : Fin N) (n : ℕ) (h : n + site j ≤ N) :
    (chain N ^ (2 * n)) j j
      = ((2 * n).choose n : ℝ) - ((2 * n).choose (n + site j) : ℝ) := by
  have hs := site_spec j
  have hfar : (2 * n).choose (n + site j.rev) = 0 := Nat.choose_eq_zero_of_lt (by omega)
  rw [moment_two_surfaces j n (by omega), hfar, Nat.cast_zero, sub_zero]

/-- For `n ≤ N` the moment of order `2n` equals that of the infinite chain exactly when `n` is
smaller than the depth of the site below each of the two surfaces. -/
theorem both_surfaces_invisible_iff {N : ℕ} (j : Fin N) (n : ℕ) (hn : n ≤ N) :
    (chain N ^ (2 * n)) j j = walks (2 * n) 0 ↔ n < site j ∧ n < site j.rev := by
  have hbulk := walks_choose (2 * n) n
  have e : 2 * (n : ℤ) - ((2 * n : ℕ) : ℤ) = 0 := by omega
  rw [e] at hbulk
  rw [moment_two_surfaces j n hn, hbulk]
  constructor
  · intro h
    have a : (0 : ℝ) ≤ ((2 * n).choose (n + site j) : ℝ) := Nat.cast_nonneg _
    have b : (0 : ℝ) ≤ ((2 * n).choose (n + site j.rev) : ℝ) := Nat.cast_nonneg _
    constructor
    · by_contra hc
      have hp : 0 < (2 * n).choose (n + site j) := Nat.choose_pos (by omega)
      have hp' : (0 : ℝ) < ((2 * n).choose (n + site j) : ℝ) := Nat.cast_pos.mpr hp
      linarith
    · by_contra hc
      have hp : 0 < (2 * n).choose (n + site j.rev) := Nat.choose_pos (by omega)
      have hp' : (0 : ℝ) < ((2 * n).choose (n + site j.rev) : ℝ) := Nat.cast_pos.mpr hp
      linarith
  · rintro ⟨h1, h2⟩
    have z1 : (2 * n).choose (n + site j) = 0 := Nat.choose_eq_zero_of_lt (by omega)
    have z2 : (2 * n).choose (n + site j.rev) = 0 := Nat.choose_eq_zero_of_lt (by omega)
    rw [z1, z2, Nat.cast_zero, sub_zero, sub_zero]

/-- If `n + site j ≤ N`, the moment of order `2n` at the site `j` equals that of the infinite chain
exactly when `n < site j`. -/
theorem surface_invisible_iff {N : ℕ} (j : Fin N) (n : ℕ) (h : n + site j ≤ N) :
    (chain N ^ (2 * n)) j j = walks (2 * n) 0 ↔ n < site j := by
  have hs := site_spec j
  rw [both_surfaces_invisible_iff j n (by omega)]
  exact ⟨fun hh => hh.1, fun hh => ⟨hh, by omega⟩⟩

end

end SurfaceDepthMoments
```

```lean
#print axioms SurfaceDepthMoments.moment_near_surface
-- 'SurfaceDepthMoments.moment_near_surface' depends on axioms: [propext, Classical.choice, Quot.sound]
#print axioms SurfaceDepthMoments.surface_invisible_iff
-- 'SurfaceDepthMoments.surface_invisible_iff' depends on axioms: [propext, Classical.choice, Quot.sound]
```

## From walk counts to the moment theorems

`site_spec` supplies the inequalities for site numbers that `omega` uses later. `walks_far`, `walks_neg` and `walks_choose` establish range, evenness and the binomial count by induction on the number of steps. In the last of these, Pascal's rule matches the last-step recursion.

`hop_sum` is the statement about one hop. It splits the sum into left and right neighbours. `Finset.sum_eq_single` picks out the neighbour where it exists; at an end, the sum is empty of contributions and the hypothesis on `f` supplies the matching zero.

`chain_pow_apply` is the image formula. The induction keeps `j` general, because the step needs the formula at the neighbours of `j`. At all other sites the hopping element is zero, so the bounds on m are needed only at the neighbours. The facts `h0` and `hN` are the two cancellations at the ends, and the closing `ring_nf` matches the recursion terms.

`moment_two_surfaces` writes the three displacements in the form 2k − m and applies `walks_choose`. `moment_near_surface` removes the far term. In `both_surfaces_invisible_iff`, a depth not exceeding n would make one correction strictly positive, which `linarith` refutes. `surface_invisible_iff` follows because n + j ≤ N already implies n < j'.
